# Closed form of the zero-point mean-square relative displacement of two atoms in the Debye model

The theorem `zeroPointMSRD_eq` concerns the zero-point mean-square relative displacement, along their bond, of two atoms of equal mass M at distance R. The model is a Debye one: phonons have frequency cq, with a single speed c, and the displacement is a normalised average over the sphere of wavenumbers up to qD, with the bond's direction relative to the phonon averaged as well. For positive M, c, qD and R, the theorem states that this displacement equals 3ħ/(2McqD) · (1 − 2(1 − cos x)/x²), where x = qD R. The proof reduces the integrand to a constant times q − sin(qR)/R, and integrates it by means of the antiderivative q²/2 + cos(qR)/R².

Lean 4 with Mathlib refuses this proof:

```lean
import Mathlib

open MeasureTheory

namespace CorrelatedDebyeEXAFS

noncomputable section

/-- Orientational average of `1 - cos (q · R)` for a phonon of wavenumber `q` and a bond of
length `R`, with `u` the cosine of the angle between them. -/
def pairFactor (q R : ℝ) : ℝ :=
  (1 / 2) * ∫ u in (-1 : ℝ)..1, (1 - Real.cos (q * R * u))

/-- Average of a function of the wavenumber over the Debye sphere of radius `qD > 0`. -/
def debyeAverage (qD : ℝ) (f : ℝ → ℝ) : ℝ :=
  ∫ q in (0 : ℝ)..qD, 3 * q ^ 2 / qD ^ 3 * f q

/-- Zero-point mean-square relative displacement along the bond of two atoms of mass `M` at
distance `R`, for phonons of frequency `c * q`; the domain is `M, c, qD > 0`. -/
def zeroPointMSRD (hbar M c qD R : ℝ) : ℝ :=
  debyeAverage qD (fun q => hbar / (M * (c * q)) * pairFactor q R)

/-- The orientational average equals `1 - sin (qR) / (qR)`. -/
theorem pairFactor_eq {q R : ℝ} (hq : q ≠ 0) (hR : R ≠ 0) :
    pairFactor q R = 1 - Real.sin (q * R) / (q * R) := by
  have ha : q * R ≠ 0 := mul_ne_zero hq hR
  have hd : ∀ u ∈ Set.uIcc (-1 : ℝ) 1,
      HasDerivAt (fun u => u - Real.sin (q * R * u) / (q * R))
        (1 - Real.cos (q * R * u)) u := by
    intro u _
    have h : HasDerivAt (fun u : ℝ => q * R * u) (q * R) u := by
      simpa using (hasDerivAt_id' u).const_mul (q * R)
    exact ((hasDerivAt_id' u).fun_sub (h.sin.div_const (q * R))).congr_deriv
      (by rw [mul_div_cancel_right₀ _ ha])
  have hc : Continuous (fun u : ℝ => 1 - Real.cos (q * R * u)) := by fun_prop
  rw [pairFactor, intervalIntegral.integral_eq_sub_of_hasDerivAt hd (hc.intervalIntegrable _ _)]
  simp only [mul_neg, mul_one, Real.sin_neg]
  ring

/-- The zero-point mean-square relative displacement in closed form, with `x = qD R`:
`3ħ / (2 M c qD) * (1 - 2 (1 - cos x) / x²)`. -/
theorem zeroPointMSRD_eq {hbar M c qD R : ℝ} (hM : 0 < M) (hc : 0 < c) (hD : 0 < qD)
    (hR : 0 < R) :
    zeroPointMSRD hbar M c qD R = 3 * hbar / (2 * M * c * qD) *
      (1 - 2 * (1 - Real.cos (qD * R)) / (qD * R) ^ 2) := by
  -- one power of the wavenumber cancels against the phonon frequency
  have e : ∀ q : ℝ, 3 * q ^ 2 / qD ^ 3 * (hbar / (M * (c * q)) * pairFactor q R) =
      3 * hbar / (M * c * qD ^ 3) * (q - Real.sin (q * R) / R) := by
    intro q
    by_cases hq : q = 0
    · simp [hq]
    · rw [pairFactor_eq hq hR.ne']
      field_simp
  have hd : ∀ q ∈ Set.uIcc (0 : ℝ) qD,
      HasDerivAt (fun q => q ^ 2 / 2 + Real.cos (q * R) / R ^ 2)
        (q - Real.sin (q * R) / R) q := by
    intro q _
    have h : HasDerivAt (fun q : ℝ => q * R) R q := by
      simpa using (hasDerivAt_id' q).mul_const R
    have h2 : HasDerivAt (fun q : ℝ => q ^ 2 / 2) q q := by
      convert (hasDerivAt_pow 2 q).div_const 2 using 1
      norm_num
    refine (h2.fun_add (h.cos.div_const (R ^ 2))).congr_deriv ?_
    field_simp
    ring
  have hcont : Continuous (fun q : ℝ => q - Real.sin (q * R) / R) := by fun_prop
  simp only [zeroPointMSRD, debyeAverage, e]
  rw [intervalIntegral.integral_const_mul,
    intervalIntegral.integral_eq_sub_of_hasDerivAt hd (hcont.intervalIntegrable _ _)]
  simp only [zero_mul, Real.cos_zero]
  field_simp
  ring

end

end CorrelatedDebyeEXAFS
```

Lean reports:

```
Main.lean:60:57: error: unsolved goals
case e'_4
hbar M c qD R : ℝ
hM : 0 < M
hc : 0 < c
hD : 0 < qD
hR : 0 < R
e :
  ∀ (q : ℝ),
    3 * q ^ 2 / qD ^ 3 * (hbar / (M * (c * q)) * pairFactor q R) =
      3 * hbar / (M * c * qD ^ 3) * (q - Real.sin (q * R) / R)
q : ℝ
a✝ : q ∈ Set.uIcc 0 qD
h : HasDerivAt (fun q => q * R) R q
⊢ Real.instAddCommGroup = NormedField.toNormedDivisionRing.toAddCommGroup

case e'_5
hbar M c qD R : ℝ
hM : 0 < M
hc : 0 < c
hD : 0 < qD
hR : 0 < R
e :
  ∀ (q : ℝ),
    3 * q ^ 2 / qD ^ 3 * (hbar / (M * (c * q)) * pairFactor q R) =
      3 * hbar / (M * c * qD ^ 3) * (q - Real.sin (q * R) / R)
q : ℝ
a✝ : q ∈ Set.uIcc 0 qD
h : HasDerivAt (fun q => q * R) R q
e_4✝ : Real.instAddCommGroup = NormedField.toNormedDivisionRing.toAddCommGroup
⊢ Semiring.toModule = (NormedAlgebra.toNormedSpace ℝ).toModule

case e'_9
hbar M c qD R : ℝ
hM : 0 < M
hc : 0 < c
hD : 0 < qD
hR : 0 < R
e :
  ∀ (q : ℝ),
    3 * q ^ 2 / qD ^ 3 * (hbar / (M * (c * q)) * pairFactor q R) =
      3 * hbar / (M * c * qD ^ 3) * (q - Real.sin (q * R) / R)
q : ℝ
a✝ : q ∈ Set.uIcc 0 qD
h : HasDerivAt (fun q => q * R) R q
⊢ q = ↑2 * q ^ (2 - 1) / 2
```

Fix (accepted with no message):

```diff
@@ -58,7 +58,6 @@
     have h : HasDerivAt (fun q : ℝ => q * R) R q := by
       simpa using (hasDerivAt_id' q).mul_const R
-    have h2 : HasDerivAt (fun q : ℝ => q ^ 2 / 2) q q := by
-      convert (hasDerivAt_pow 2 q).div_const 2 using 1
-      norm_num
+    have h2 : HasDerivAt (fun q : ℝ => q ^ 2 / 2) q q :=
+      ((hasDerivAt_pow 2 q).div_const 2).congr_deriv (by norm_num)
     refine (h2.fun_add (h.cos.div_const (R ^ 2))).congr_deriv ?_
     field_simp
```

What went wrong. The one error lies in the auxiliary fact `h2`, that q²/2 has derivative q. There `convert ... using 1` compared the wanted statement with the one from `hasDerivAt_pow` and `div_const` piece by piece, and turned mismatches into goals. Two of the goals listed ask that differently written instances on the reals be equal: the additive group structure (`e'_4`) and the module structure (`e'_5`). Only the third, `q = ↑2 * q ^ (2 - 1) / 2`, is the intended arithmetic. `norm_num` works on the first goal alone, and after it all three listed goals were still open, so Lean reported them as unsolved.

The repair replaces `convert` with `congr_deriv`, which changes only the value of the derivative. The function and the instances are now matched by Lean's check of definitional equality, which accepts the two ways of writing them, so no instance equations arise as goals. What remains is the equation between the two derivative values, and `norm_num` proves it.
